# For 4t < L < 9t/2, the uniform state of the adiabatic Holstein trimer is a strict local minimum but not the ground state

Place one electron on three equivalent sites, joined by hopping $-t$ with $t>0$ and coupled to a soft classical lattice, and test whether the evenly spread state is stable against small distortions. Between two critical values of the self-trapping strength $L$ it passes the test, although a less even state already has lower energy. A structural relaxation started nearby can therefore settle in the wrong state, even in this one-electron, three-site model.

In Lean 4 with Mathlib:

```lean
import Mathlib

open Finset

namespace TrimerLocalization

noncomputable section
```

## From lattice displacements to a quartic energy

Let $x_i$ be the real amplitude on site $i$. Hopping contributes $-t\sum_{i\ne j}x_ix_j$, or $-2t\,x_ix_j$ per bond; $t>0$ favours amplitudes of equal sign. Real amplitudes are then enough to find the lowest energy: replacing complex amplitudes by their moduli keeps every site density and cannot raise the hopping energy.

```lean
/-- Hopping energy of real site amplitudes `x`, with the same amplitude `t` between every
pair of distinct sites. -/
def hopping {n : ℕ} (t : ℝ) (x : Fin n → ℝ) : ℝ :=
  -t * ∑ i, ∑ j, if i = j then 0 else x i * x j
```

Each site carries a classical displacement $q_i$ with spring constant $K$, coupled with strength $g$ to the density $x_i^2$.

```lean
/-- Holstein energy with classical displacements `q`, spring constant `K` and coupling `g` of
each displacement to the local electron density. -/
def holstein {n : ℕ} (t K g : ℝ) (x q : Fin n → ℝ) : ℝ :=
  hopping t x + ∑ i, (K / 2 * q i ^ 2 - g * q i * x i ^ 2)
```

Eliminating the displacements will leave
$$E(x)=-t\sum_{i\ne j}x_ix_j-\frac L2\sum_i x_i^4 .$$

```lean
/-- Adiabatic polaron energy: hopping plus a quartic self-trapping term of strength `L`. -/
def energy {n : ℕ} (t L : ℝ) (x : Fin n → ℝ) : ℝ :=
  hopping t x - L / 2 * ∑ i, x i ^ 4
```

One electron means $\sum_i x_i^2=1$.

```lean
/-- The amplitudes describe one electron: they lie on the real unit sphere. -/
def Normalized {n : ℕ} (x : Fin n → ℝ) : Prop := ∑ i, x i ^ 2 = 1
```

A ground state minimises $E$ over all normalised states; ties are allowed.

```lean
/-- A normalized state whose energy is lowest among all normalized states. -/
def IsGroundState {n : ℕ} (E : (Fin n → ℝ) → ℝ) (u : Fin n → ℝ) : Prop :=
  Normalized u ∧ ∀ x, Normalized x → E u ≤ E x
```

A strict local minimum lies below every other normalised state whose amplitudes all differ from its own by less than some $\delta>0$.

```lean
/-- A normalized state whose energy is strictly below that of all other normalized states
in some neighbourhood. -/
def IsStrictLocalMin {n : ℕ} (E : (Fin n → ℝ) → ℝ) (u : Fin n → ℝ) : Prop :=
  Normalized u ∧ ∃ δ > 0, ∀ x, Normalized x → x ≠ u → (∀ i, |x i - u i| < δ) → E u < E x
```

The two trimer states compared are $u=(1,1,1)/\sqrt3$

```lean
/-- The uniform trimer state `(1,1,1)/√3`. -/
def uniformTrimer : Fin 3 → ℝ := fun _ => 1 / √3
```

and $(2,1,1)/\sqrt6$. The latter is called "localized", though only $2/3$ of its weight is on one site.

```lean
/-- The trimer state `(2,1,1)/√6`, with more weight on one site. -/
def localizedTrimer : Fin 3 → ℝ := ![2 / √6, 1 / √6, 1 / √6]
```

For a stable lattice, $K>0$, complete the square on each site:
$$\frac K2q_i^2-gq_ix_i^2=\frac K2\Big(q_i-\frac{gx_i^2}{K}\Big)^2-\frac{g^2}{2K}x_i^4 .$$
The minimum, at $q_i=gx_i^2/K$, gives $L=g^2/K$. `IsLeast` says that the energy $E(x)$ with this $L$ is attained for some choice of displacements and is a lower bound for every choice. The static, classical lattice is a modelling assumption, as are the single orbital per site, the independent harmonic springs and the linear local coupling; none of them is justified here for a real molecule.

```lean
/-- For a positive spring constant, minimising the Holstein energy over the displacements
gives the adiabatic energy with `L = g²/K`. -/
theorem adiabatic_elimination {n : ℕ} (t g : ℝ) {K : ℝ} (hK : 0 < K) (x : Fin n → ℝ) :
    IsLeast (Set.range (holstein t K g x)) (energy t (g ^ 2 / K) x) := by
  have hK' := hK.ne'
  -- complete the square on every site
  have h : ∀ q, holstein t K g x q =
      energy t (g ^ 2 / K) x + ∑ i, K / 2 * (q i - g * x i ^ 2 / K) ^ 2 := by
    intro q
    have hs : ∑ i, (K / 2 * q i ^ 2 - g * q i * x i ^ 2) =
        ∑ i, K / 2 * (q i - g * x i ^ 2 / K) ^ 2 - g ^ 2 / K / 2 * ∑ i, x i ^ 4 := by
      rw [Finset.mul_sum, ← Finset.sum_sub_distrib]
      refine Finset.sum_congr rfl fun i _ => ?_
      field_simp
      ring
    unfold holstein energy
    rw [hs]
    ring
  constructor
  · exact ⟨fun i => g * x i ^ 2 / K, by rw [h]; simp⟩
  · rintro _ ⟨q, rfl⟩
    rw [h]
    have : 0 ≤ ∑ i, K / 2 * (q i - g * x i ^ 2 / K) ^ 2 :=
      Finset.sum_nonneg fun i _ => by positivity
    linarith
```

## Two energies that cross at L = 4t

Write $P=x_0x_1+x_1x_2+x_2x_0$ and $Q=x_0^4+x_1^4+x_2^4$. Then $E=-2tP-\frac L2Q$.

```lean
/-- The adiabatic energy of the trimer written out in its three amplitudes. -/
theorem energy_trimer (t L : ℝ) (x : Fin 3 → ℝ) :
    energy t L x = -2 * t * (x 0 * x 1 + x 1 * x 2 + x 2 * x 0)
      - L / 2 * (x 0 ^ 4 + x 1 ^ 4 + x 2 ^ 4) := by
  have h : energy t L x = -t * (x 0 * x 1 + x 0 * x 2 + (x 1 * x 0 + x 1 * x 2)
      + (x 2 * x 0 + x 2 * x 1)) - L / 2 * (x 0 ^ 4 + x 1 ^ 4 + x 2 ^ 4) := by
    simp [energy, hopping, Fin.sum_univ_three]
  rw [h]
  ring
```

For $u$, $P=1$ and $Q=1/3$; for $(2,1,1)/\sqrt6$, $P=5/6$ and $Q=18/36=1/2$. The energies are $-2t-L/6$ and $-5t/3-L/4$, and the second minus the first is $(4t-L)/12$. With $t=1$ and $L=4.2$ they are $-2.7$ and about $-2.717$.

```lean
/-- The states `(1,1,1)/√3` and `(2,1,1)/√6` are normalized, with energies `-2t - L/6` and
`-5t/3 - L/4`. -/
theorem trimer_values (t L : ℝ) :
    (Normalized uniformTrimer ∧ energy t L uniformTrimer = -2 * t - L / 6) ∧
    (Normalized localizedTrimer ∧ energy t L localizedTrimer = -5 * t / 3 - L / 4) := by
  have h3 : (1 / √3) ^ 2 = (1 / 3 : ℝ) := by
    rw [div_pow, Real.sq_sqrt (by norm_num)]; norm_num
  have h6 : (√6)⁻¹ ^ 2 = (1 / 6 : ℝ) := by
    rw [inv_pow, Real.sq_sqrt (by norm_num)]; norm_num
  have e0 : localizedTrimer 0 = 2 * (√6)⁻¹ := by simp [localizedTrimer, div_eq_mul_inv]
  have e1 : localizedTrimer 1 = (√6)⁻¹ := by simp [localizedTrimer]
  have e2 : localizedTrimer 2 = (√6)⁻¹ := by simp [localizedTrimer]
  refine ⟨⟨?_, ?_⟩, ?_, ?_⟩
  · simp only [Normalized, Fin.sum_univ_three, uniformTrimer]
    linear_combination 3 * h3
  · rw [energy_trimer]
    simp only [uniformTrimer]
    generalize 1 / √3 = a at h3 ⊢
    linear_combination (-6 * t - 3 * L / 2 * (a ^ 2 + 1 / 3)) * h3
  · simp only [Normalized, Fin.sum_univ_three, e0, e1, e2]
    linear_combination 6 * h6
  · rw [energy_trimer, e0, e1, e2]
    generalize (√6)⁻¹ = b at h6 ⊢
    linear_combination (-10 * t - 9 * L * (b ^ 2 + 1 / 6)) * h6
```

No normalised state has $P+Q>4/3$. With $N=x^2+y^2+z^2$, `ring` verifies that $4N^2-3Q-3PN$ equals
$$\tfrac12\big[(x-y)^2(x+y-3z)^2+(y-z)^2(y+z-3x)^2+(z-x)^2(z+x-3y)^2\big]\ge0,$$
and setting $N=1$ gives the bound.

```lean
/-- On the unit sphere the sum of the fourth powers and the sum of the three pair products together
never exceed `4/3`. -/
theorem quartic_bound {x y z : ℝ} (h : x ^ 2 + y ^ 2 + z ^ 2 = 1) :
    x ^ 4 + y ^ 4 + z ^ 4 + (x * y + y * z + z * x) ≤ 4 / 3 := by
  -- the homogeneous form of the gap is a sum of three squares
  have key : 4 * (x ^ 2 + y ^ 2 + z ^ 2) ^ 2 - 3 * (x ^ 4 + y ^ 4 + z ^ 4)
      - 3 * (x * y + y * z + z * x) * (x ^ 2 + y ^ 2 + z ^ 2) =
      (((x - y) * (x + y - 3 * z)) ^ 2 + ((y - z) * (y + z - 3 * x)) ^ 2
        + ((z - x) * (z + x - 3 * y)) ^ 2) / 2 := by ring
  rw [h] at key
  have : 0 ≤ (((x - y) * (x + y - 3 * z)) ^ 2 + ((y - z) * (y + z - 3 * x)) ^ 2
        + ((z - x) * (z + x - 3 * y)) ^ 2) / 2 := by positivity
  linarith
```

## Small deviations from the uniform state

Let $S=x+y+z$, and let $p,q,w$ now denote the deviations of $x,y,z$ from $S/3$. Their squares sum to $R=\frac23(1-P)$, and $S^2=3(1-R)$. Since $p+q+w=0$, expansion gives
$$Q=\tfrac13+\tfrac43R-\tfrac76R^2+4S\,pqw .$$
If every amplitude is within $\delta$ of $1/\sqrt3$, then $|p|\le2\delta$. Since also $|S|\le2$ and $|qw|\le R/2$, the cubic term is at most $8\delta R$. The `calc` block carries out this estimate.

```lean
/-- On the unit sphere, if the first amplitude deviates from the mean by at most `2δ`, the quartic
sum exceeds `1/3` by at most `4/3 + 8δ` times the sum of the squared deviations of all three
amplitudes from their mean. -/
theorem quartic_near_uniform {x y z δ : ℝ} (h : x ^ 2 + y ^ 2 + z ^ 2 = 1)
    (hd : |(2 * x - y - z) / 3| ≤ 2 * δ) :
    x ^ 4 + y ^ 4 + z ^ 4 ≤
      1 / 3 + (4 / 3 + 8 * δ) * (2 / 3 * (1 - (x * y + y * z + z * x))) := by
  obtain ⟨R, hR⟩ : ∃ R, R = 2 / 3 * (1 - (x * y + y * z + z * x)) := ⟨_, rfl⟩
  rw [← hR]
  obtain ⟨p, hp⟩ : ∃ p, p = (2 * x - y - z) / 3 := ⟨_, rfl⟩
  obtain ⟨q, hq⟩ : ∃ q, q = (2 * y - z - x) / 3 := ⟨_, rfl⟩
  obtain ⟨w, hw⟩ : ∃ w, w = (2 * z - x - y) / 3 := ⟨_, rfl⟩
  rw [← hp] at hd
  have hS : (x + y + z) ^ 2 = 3 * (1 - R) := by rw [hR]; linear_combination h
  have hsum : R = p ^ 2 + q ^ 2 + w ^ 2 := by
    rw [hp, hq, hw]; linear_combination hR - 2 / 3 * h
  -- split the quartic sum into powers of mean and deviation
  have hQ : x ^ 4 + y ^ 4 + z ^ 4 = ((x + y + z) ^ 2) ^ 2 / 27
      + 2 / 3 * (x + y + z) ^ 2 * (x ^ 2 + y ^ 2 + z ^ 2 - (x + y + z) ^ 2 / 3)
      + 4 * ((x + y + z) * (p * q * w))
      + (x ^ 2 + y ^ 2 + z ^ 2 - (x + y + z) ^ 2 / 3) ^ 2 / 2 := by
    rw [hp, hq, hw]; ring
  rw [h, hS] at hQ
  have hR0 : 0 ≤ R := by rw [hsum]; positivity
  have hS2 : |x + y + z| ≤ 2 := abs_le.mpr ⟨by nlinarith, by nlinarith⟩
  have h1 : |(x + y + z) * p| ≤ 2 * (2 * δ) := by
    rw [abs_mul]
    exact mul_le_mul hS2 hd (abs_nonneg _) (by norm_num)
  have h2 : |q * w| ≤ R / 2 := abs_le.mpr
    ⟨by nlinarith [sq_nonneg (q + w), sq_nonneg p], by nlinarith [sq_nonneg (q - w), sq_nonneg p]⟩
  -- the cubic term is small
  have h3 : (x + y + z) * (p * q * w) ≤ 2 * (2 * δ) * (R / 2) := by
    calc (x + y + z) * (p * q * w) = ((x + y + z) * p) * (q * w) := by ring
      _ ≤ |((x + y + z) * p) * (q * w)| := le_abs_self _
      _ = |(x + y + z) * p| * |q * w| := abs_mul _ _
      _ ≤ _ := mul_le_mul h1 h2 (abs_nonneg _) ((abs_nonneg _).trans h1)
  nlinarith [sq_nonneg R]
```

Globally, $E(x)-E(u)=2t(1-P)-\frac L2(Q-\frac13)$. The bound gives $1-P\ge Q-\frac13$, and $Q\ge\frac13$ by the Cauchy–Schwarz inequality, so for $t>0$ the difference is at least $\frac12(4t-L)(Q-\frac13)$, which is non-negative for $L\le4t$. For $L>4t$, $(2,1,1)/\sqrt6$ lies lower. The first `nlinarith` call proves $Q\ge\frac13$, and the second combines the inequalities.

```lean
/-- For `t > 0` the uniform trimer state is a ground state exactly when `L ≤ 4t`. -/
theorem trimer_uniform_ground_iff {t L : ℝ} (ht : 0 < t) :
    IsGroundState (energy t L) uniformTrimer ↔ L ≤ 4 * t := by
  obtain ⟨⟨hu, eu⟩, hl, el⟩ := trimer_values t L
  constructor
  · rintro ⟨_, h⟩
    have := h _ hl
    rw [eu, el] at this
    linarith
  · refine fun hL => ⟨hu, fun x hx => ?_⟩
    simp only [Normalized, Fin.sum_univ_three] at hx
    rw [eu, energy_trimer]
    have hQ : 0 ≤ x 0 ^ 4 + x 1 ^ 4 + x 2 ^ 4 - 1 / 3 := by
      nlinarith [sq_nonneg (x 0 ^ 2 - 1 / 3), sq_nonneg (x 1 ^ 2 - 1 / 3),
        sq_nonneg (x 2 ^ 2 - 1 / 3)]
    nlinarith [mul_nonneg (sub_nonneg.2 hL) hQ,
      mul_nonneg ht.le (sub_nonneg.2 (quartic_bound hx))]
```

Locally, $1-P=\frac32R$, so for $L\ge0$
$$E(x)-E(u)\ge R\,(3t-\tfrac23L-4L\delta).$$
If $L<9t/2$, a small $\delta$ makes the bracket positive, and $R=0$ nearby only at $u$. For $L<0$, $Q\ge\frac13$ suffices.

If $L\ge9t/2$, take $(a+2s,a-s,a-s)$ with $a^2=\frac13-2s^2$ and $a>0$:
$$E-E(u)=-6s^2(\tfrac23L-3t)-Ls^3(12a-21s),$$
which is negative for small $s>0$, even at $L=9t/2$.

```lean
/-- For `t > 0` the uniform trimer state is a strict local minimum exactly when
`L < 9t/2`. -/
theorem trimer_uniform_strict_iff {t L : ℝ} (ht : 0 < t) :
    IsStrictLocalMin (energy t L) uniformTrimer ↔ L < 9 * t / 2 := by
  obtain ⟨⟨hu, eu⟩, -⟩ := trimer_values t L
  obtain ⟨v, hv⟩ : ∃ v, v = 1 / √3 := ⟨_, rfl⟩
  have hc : ∀ i, uniformTrimer i = v := fun _ => hv.symm
  have hv0 : 0 < v := by rw [hv]; positivity
  have hv2 : v ^ 2 = 1 / 3 := by
    rw [hv, div_pow, Real.sq_sqrt (by norm_num)]; norm_num
  have hv1 : 1 / 2 ≤ v := by nlinarith
  constructor
  · rintro ⟨_, δ, hδ, h⟩
    by_contra hL
    have hL' := not_lt.mp hL
    have hL0 : 0 < L := by linarith
    obtain ⟨s, hs0, hsδ, hs1⟩ : ∃ s : ℝ, 0 < s ∧ 2 * s < δ ∧ s ≤ 1 / 10 :=
      ⟨min (δ / 4) (1 / 10), lt_min (by linarith) (by norm_num),
        by linarith [min_le_left (δ / 4) (1 / 10 : ℝ)], min_le_right _ _⟩
    have hs2 : s ^ 2 ≤ s / 10 := by nlinarith
    obtain ⟨a, ha1, ha2⟩ : ∃ a : ℝ, 1 / 2 ≤ a ∧ a ^ 2 = 1 / 3 - 2 * s ^ 2 :=
      ⟨√(1 / 3 - 2 * s ^ 2), (Real.le_sqrt' (by norm_num)).mpr (by linarith),
        Real.sq_sqrt (by linarith)⟩
    have hav : a ≤ v := by nlinarith
    have hva : v - a ≤ s := by
      nlinarith [mul_nonneg (sub_nonneg.2 hav) (show 0 ≤ v + a - 1 by linarith)]
    -- move weight onto the first site
    have hy := h ![a + 2 * s, a - s, a - s]
      (by
        unfold Normalized
        rw [Fin.sum_univ_three]
        change (a + 2 * s) ^ 2 + (a - s) ^ 2 + (a - s) ^ 2 = 1
        linear_combination 3 * ha2)
      (by
        intro he
        have h0 := congrFun he 0
        have h1 := congrFun he 1
        rw [hc] at h0 h1
        change a + 2 * s = v at h0
        change a - s = v at h1
        linarith)
      (by
        intro i
        rw [hc i]
        fin_cases i
        · change |a + 2 * s - v| < δ
          exact abs_lt.mpr ⟨by linarith, by linarith⟩
        · change |a - s - v| < δ
          exact abs_lt.mpr ⟨by linarith, by linarith⟩
        · change |a - s - v| < δ
          exact abs_lt.mpr ⟨by linarith, by linarith⟩)
    rw [eu, energy_trimer] at hy
    change _ < -2 * t * ((a + 2 * s) * (a - s) + (a - s) * (a - s) + (a - s) * (a + 2 * s))
      - L / 2 * ((a + 2 * s) ^ 4 + (a - s) ^ 4 + (a - s) ^ 4) at hy
    have e : -2 * t * ((a + 2 * s) * (a - s) + (a - s) * (a - s) + (a - s) * (a + 2 * s))
        - L / 2 * ((a + 2 * s) ^ 4 + (a - s) ^ 4 + (a - s) ^ 4) =
        -2 * t - L / 6 - 6 * (s ^ 2 * (2 * L / 3 - 3 * t))
          - L * s ^ 3 * (12 * a - 21 * s) := by
      linear_combination
        (-6 * t - L / 2 * (3 * (a ^ 2 + (1 / 3 - 2 * s ^ 2)) + 36 * s ^ 2)) * ha2
    have hA : 0 ≤ s ^ 2 * (2 * L / 3 - 3 * t) := mul_nonneg (by positivity) (by linarith)
    have hB : 0 < L * s ^ 3 * (12 * a - 21 * s) := mul_pos (by positivity) (by linarith)
    linarith
  · intro hL
    obtain ⟨δ, hδ0, hδ1, hδ2⟩ : ∃ δ : ℝ, 0 < δ ∧ δ * (162 * t) ≤ 9 * t - 2 * L ∧ δ ≤ 1 / 2 :=
      ⟨min ((9 * t - 2 * L) / (162 * t)) (1 / 2),
        lt_min (div_pos (by linarith) (by positivity)) (by norm_num),
        (le_div_iff₀ (by positivity)).mp (min_le_left _ _), min_le_right _ _⟩
    refine ⟨hu, δ, hδ0, fun x hx hne hd => ?_⟩
    simp only [Normalized, Fin.sum_univ_three] at hx
    simp only [hc, abs_lt] at hd
    obtain ⟨a0, b0⟩ := hd 0
    obtain ⟨a1, b1⟩ := hd 1
    obtain ⟨a2, b2⟩ := hd 2
    -- only the uniform state itself has full hopping energy nearby
    have hP : 0 < 2 / 3 * (1 - (x 0 * x 1 + x 1 * x 2 + x 2 * x 0)) := by
      by_contra hn
      have hn' := not_lt.mp hn
      have h01 : x 0 - x 1 = 0 := (pow_eq_zero_iff two_ne_zero).mp (le_antisymm
        (by nlinarith [sq_nonneg (x 1 - x 2), sq_nonneg (x 2 - x 0)]) (sq_nonneg _))
      have h12 : x 1 - x 2 = 0 := (pow_eq_zero_iff two_ne_zero).mp (le_antisymm
        (by nlinarith [sq_nonneg (x 0 - x 1), sq_nonneg (x 2 - x 0)]) (sq_nonneg _))
      have e1 : x 1 = x 0 := by linarith
      have e2 : x 2 = x 0 := by linarith
      rw [e1, e2] at hx
      have e0 : x 0 = v := (sq_eq_sq₀ (by linarith) hv0.le).mp (by linarith)
      apply hne
      ext i
      rw [hc i]
      fin_cases i
      · exact e0
      · exact e1.trans e0
      · exact e2.trans e0
    have hQ := quartic_near_uniform (δ := δ) hx (abs_le.mpr ⟨by linarith, by linarith⟩)
    rw [eu, energy_trimer]
    rcases le_total 0 L with hL0 | hL0
    · have c : 0 < 3 * t - 2 * L / 3 - 4 * L * δ := by
        nlinarith [mul_nonneg hδ0.le (show 0 ≤ 9 * t - 2 * L by linarith)]
      nlinarith [mul_pos hP c, mul_nonneg hL0 (sub_nonneg.2 hQ)]
    · have hQ' : 0 ≤ x 0 ^ 4 + x 1 ^ 4 + x 2 ^ 4 - 1 / 3 := by
        nlinarith [sq_nonneg (x 0 ^ 2 - 1 / 3), sq_nonneg (x 1 ^ 2 - 1 / 3),
          sq_nonneg (x 2 ^ 2 - 1 / 3)]
      nlinarith [mul_pos ht hP, mul_nonneg (neg_nonneg.2 hL0) hQ']
```

In the window both facts hold at once. The theorem's name says "discontinuous", but its statement is this coexistence; it does not identify the ground state there.

```lean
/-- For `t > 0` and `4t < L < 9t/2` the uniform trimer state is a strict local minimum, yet
the normalized state `(2,1,1)/√6` has lower energy. -/
theorem trimer_discontinuous_localization {t L : ℝ} (ht : 0 < t) (h1 : 4 * t < L)
    (h2 : L < 9 * t / 2) :
    IsStrictLocalMin (energy t L) uniformTrimer ∧ Normalized localizedTrimer ∧
      energy t L localizedTrimer < energy t L uniformTrimer := by
  obtain ⟨⟨_, eu⟩, hl, el⟩ := trimer_values t L
  refine ⟨(trimer_uniform_strict_iff ht).mpr h2, hl, ?_⟩
  rw [eu, el]
  linarith
```

## The dimer leaves uniformity continuously

For two sites let $p=x_0x_1\le\frac12$. Normalisation gives $x_0^4+x_1^4=1-2p^2$, hence
$$E=-2tp-\frac L2+Lp^2 .$$
For $t,L>0$ this parabola, restricted to $p\le\frac12$, is lowest at $m=\min(\frac12,t/L)$, which leaves $\frac12$ continuously at $L=2t$. In the proof, `key` shows that the energy excess is at least $L(p-m)^2$. The amplitudes $(A\pm B)/2$, with $A=\sqrt{1+2m}$ and $B=\sqrt{1-2m}$, attain $p=m$.

```lean
/-- For `t, L > 0` a normalized dimer state is a ground state exactly when the product of its
amplitudes is the smaller of `1/2` and `t/L`. -/
theorem dimer_ground_iff {t L : ℝ} (ht : 0 < t) (hL : 0 < L) {x : Fin 2 → ℝ}
    (hx : Normalized x) :
    IsGroundState (energy t L) x ↔ x 0 * x 1 = min (1 / 2) (t / L) := by
  obtain ⟨m, hm⟩ : ∃ m, m = min (1 / 2) (t / L) := ⟨_, rfl⟩
  rw [← hm]
  have hm0 : 0 < m := by rw [hm]; exact lt_min (by norm_num) (by positivity)
  have hm1 : m ≤ 1 / 2 := by rw [hm]; exact min_le_left _ _
  -- on the circle the energy depends only on the product of the amplitudes
  have hE : ∀ y : Fin 2 → ℝ, Normalized y →
      energy t L y = -2 * t * (y 0 * y 1) - L / 2 + L * (y 0 * y 1) ^ 2 := by
    intro y hy
    simp only [Normalized, Fin.sum_univ_two] at hy
    have h : energy t L y = -t * (y 0 * y 1 + y 1 * y 0) - L / 2 * (y 0 ^ 4 + y 1 ^ 4) := by
      simp [energy, hopping, Fin.sum_univ_two]
    rw [h]
    linear_combination (-(L / 2) * (y 0 ^ 2 + y 1 ^ 2 + 1)) * hy
  have hp : ∀ y : Fin 2 → ℝ, Normalized y → y 0 * y 1 ≤ 1 / 2 := by
    intro y hy
    simp only [Normalized, Fin.sum_univ_two] at hy
    nlinarith [sq_nonneg (y 0 - y 1)]
  have key : ∀ p ≤ 1 / 2, L * (p - m) ^ 2 ≤
      (-2 * t * p - L / 2 + L * p ^ 2) - (-2 * t * m - L / 2 + L * m ^ 2) := by
    intro p hp
    have hs : 0 ≤ (p - m) * (L * m - t) := by
      rcases le_total (1 / 2) (t / L) with h | h
      · have h' := (le_div_iff₀ hL).mp h
        rw [hm, min_eq_left h]
        nlinarith [mul_nonneg (sub_nonneg.2 hp) (sub_nonneg.2 h')]
      · have h' : L * (t / L) = t := by field_simp
        rw [hm, min_eq_right h, h', sub_self, mul_zero]
    nlinarith
  constructor
  · rintro ⟨_, h⟩
    -- a normalized state with the optimal product
    obtain ⟨y, hy, hym⟩ : ∃ y : Fin 2 → ℝ, Normalized y ∧ y 0 * y 1 = m := by
      have hA : √(1 + 2 * m) ^ 2 = 1 + 2 * m := Real.sq_sqrt (by linarith)
      have hB : √(1 - 2 * m) ^ 2 = 1 - 2 * m := Real.sq_sqrt (by linarith)
      generalize √(1 + 2 * m) = A at hA
      generalize √(1 - 2 * m) = B at hB
      refine ⟨![(A + B) / 2, (A - B) / 2], ?_, ?_⟩
      · unfold Normalized
        rw [Fin.sum_univ_two]
        change ((A + B) / 2) ^ 2 + ((A - B) / 2) ^ 2 = 1
        linear_combination (hA + hB) / 2
      · change (A + B) / 2 * ((A - B) / 2) = m
        linear_combination (hA - hB) / 4
    have h1 := h y hy
    rw [hE x hx, hE y hy, hym] at h1
    have h2 := key _ (hp x hx)
    have h3 : (x 0 * x 1 - m) ^ 2 = 0 := by
      refine le_antisymm ?_ (sq_nonneg _)
      by_contra hn
      have := mul_pos hL (not_le.mp hn)
      linarith
    exact sub_eq_zero.mp ((pow_eq_zero_iff two_ne_zero).mp h3)
  · refine fun h => ⟨hx, fun y hy => ?_⟩
    rw [hE x hx, hE y hy, h]
    have h1 := key _ (hp y hy)
    have h2 : 0 ≤ L * (y 0 * y 1 - m) ^ 2 := by positivity
    linarith

end

end TrimerLocalization
```

```lean
#print axioms TrimerLocalization.trimer_uniform_ground_iff
#print axioms TrimerLocalization.trimer_uniform_strict_iff
#print axioms TrimerLocalization.trimer_discontinuous_localization
#print axioms TrimerLocalization.dimer_ground_iff
```

```
'TrimerLocalization.trimer_uniform_ground_iff' depends on axioms: [propext, Classical.choice, Quot.sound]
'TrimerLocalization.trimer_uniform_strict_iff' depends on axioms: [propext, Classical.choice, Quot.sound]
'TrimerLocalization.trimer_discontinuous_localization' depends on axioms: [propext, Classical.choice, Quot.sound]
'TrimerLocalization.dimer_ground_iff' depends on axioms: [propext, Classical.choice, Quot.sound]
```
